# A positive semidefinite observable has nonnegative expectation, and annihilates any state in which that expectation is zero

For positive semidefinite complex matrices `ρ` and `K` of the same finite size, the theorem states that the real part of tr(ρK) is nonnegative, and that if it is zero then Kρ = 0. Here `ρ` plays the part of a density matrix but need not have unit trace, so for nonzero `ρ` the normalised expectation value of `K` is tr(ρK)/tr(ρ). The attempt uses the spectral theorem to write ρ = D†D and K = C†C, which makes the energy the sum of the squared moduli of the entries of DC†. If that sum vanishes then DC† = 0, and Kρ = C†(DC†)†D vanishes with it.

Lean 4 with Mathlib refuses this proof:

```lean
import Mathlib

open Matrix
open scoped Kronecker ComplexOrder

namespace EnergyPosSemidef

noncomputable section

variable {m n : Type*} [Fintype m] [DecidableEq m] [Fintype n] [DecidableEq n]

/-- The energy of the state `ρ`: the real part of `tr (ρ H)`. -/
def energy (H ρ : Matrix n n ℂ) : ℝ := (trace (ρ * H)).re

/-- A positive semidefinite observable `K` has nonnegative energy in a positive semidefinite
`ρ`, and if that energy is zero then `K ρ = 0`. -/
theorem energy_posSemidef {ρ K : Matrix n n ℂ} (hρ : ρ.PosSemidef) (hK : K.PosSemidef) :
    0 ≤ energy K ρ ∧ (energy K ρ = 0 → K * ρ = 0) := by
  -- every positive semidefinite matrix is of the form `Cᴴ C`
  have fac : ∀ M : Matrix n n ℂ, M.PosSemidef → ∃ C : Matrix n n ℂ, M = Cᴴ * C := by
    intro M hM
    have h := hM.1.spectral_theorem
    rw [Unitary.conjStarAlgAut_apply] at h
    let s : n → ℂ := fun i => ((Real.sqrt (hM.1.eigenvalues i) : ℝ) : ℂ)
    have hd : diagonal (RCLike.ofReal ∘ hM.1.eigenvalues) = (diagonal s)ᴴ * diagonal s := by
      rw [diagonal_conjTranspose, diagonal_mul_diagonal]
      congr 1
      funext i
      change ((hM.1.eigenvalues i : ℝ) : ℂ) = star (s i) * s i
      simp only [s]
      rw [Complex.star_def, Complex.conj_ofReal, ← Complex.ofReal_mul,
        Real.mul_self_sqrt (hM.eigenvalues_nonneg i)]
    refine ⟨diagonal s * (hM.1.eigenvectorUnitary : Matrix n n ℂ)ᴴ, h.trans ?_⟩
    rw [hd, conjTranspose_mul, conjTranspose_conjTranspose]
    simp only [Matrix.mul_assoc]
    rfl
  obtain ⟨D, rfl⟩ := fac ρ hρ
  obtain ⟨C, rfl⟩ := fac K hK
  -- the energy is the sum of the squared moduli of the entries of `D Cᴴ`
  have h : energy (Cᴴ * C) (Dᴴ * D) = ∑ i, ∑ j, Complex.normSq ((D * Cᴴ) j i) := by
    have h1 : trace (Dᴴ * D * (Cᴴ * C)) = trace ((D * Cᴴ)ᴴ * (D * Cᴴ)) := by
      calc trace (Dᴴ * D * (Cᴴ * C)) = trace ((Dᴴ * D * Cᴴ) * C) := by
            simp only [Matrix.mul_assoc]
        _ = trace (C * (Dᴴ * D * Cᴴ)) := Matrix.trace_mul_comm _ _
        _ = _ := by
            simp only [conjTranspose_mul, conjTranspose_conjTranspose, Matrix.mul_assoc]
    rw [energy, h1]
    generalize D * Cᴴ = X
    simp only [trace, diag_apply, Matrix.mul_apply, conjTranspose_apply, Complex.re_sum]
    refine Finset.sum_congr rfl fun i _ => Finset.sum_congr rfl fun j _ => ?_
    simp [Complex.normSq_apply]
  have hn : ∀ i ∈ Finset.univ, 0 ≤ ∑ j, Complex.normSq ((D * Cᴴ) j i) :=
    fun i _ => Finset.sum_nonneg fun j _ => Complex.normSq_nonneg _
  rw [h]
  refine ⟨Finset.sum_nonneg hn, fun h0 => ?_⟩
  have hX : D * Cᴴ = 0 := by
    ext j i
    have h1 := (Finset.sum_eq_zero_iff_of_nonneg hn).mp h0 i (Finset.mem_univ i)
    have hn' : ∀ j ∈ Finset.univ, 0 ≤ Complex.normSq ((D * Cᴴ) j i) :=
      fun j _ => Complex.normSq_nonneg _
    exact Complex.normSq_eq_zero.mp
      ((Finset.sum_eq_zero_iff_of_nonneg hn').mp h1 j (Finset.mem_univ j))
  calc Cᴴ * C * (Dᴴ * D) = Cᴴ * (D * Cᴴ)ᴴ * D := by
        simp only [conjTranspose_mul, conjTranspose_conjTranspose, Matrix.mul_assoc]
    _ = 0 := by rw [hX]; simp

end

end EnergyPosSemidef
```

Compiling this gives:

```
Main.lean:31:10: error: Tactic `rewrite` failed: motive is not type correct:
  fun _a => ↑(⋯.eigenvalues i) = _a ↑√(⋯.eigenvalues i) * ↑√(⋯.eigenvalues i)
Error: Application type mismatch: The argument
  hM
has type
  M.PosSemidef
but is expected to have type
  M.IsHermitian ∧ ∀ (x : n →₀ ℂ), 0 ≤ x.sum fun i xi => x.sum fun j xj => _a xi * M i j * xj
in the application
  hM.left

Explanation: The rewrite tactic rewrites an expression 'e' using an equality 'a = b' by the following process. First, it looks for all 'a' in 'e'. Second, it tries to abstract these occurrences of 'a' to create a function 'm := fun _a => ...', called the *motive*, with the property that 'm a' is definitionally equal to 'e'. Third, we observe that 'congrArg' implies that 'm a = m b', which can be used with lemmas such as 'Eq.mpr' to change the goal. However, if 'e' depends on specific properties of 'a', then the motive 'm' might not typecheck.

Possible solutions: use rewrite's 'occs' configuration option to limit which occurrences are rewritten, or use 'simp' or 'conv' mode, which have strategies for certain kinds of dependencies (these tactics can handle proofs and 'Decidable' instances whose types depend on the rewritten term, and 'simp' can apply user-defined '@[congr]' theorems as well).

n : Type u_2
inst✝¹ : Fintype n
inst✝ : DecidableEq n
ρ K : Matrix n n ℂ
hρ : ρ.PosSemidef
hK : K.PosSemidef
M : Matrix n n ℂ
hM : M.PosSemidef
h : M = ↑⋯.eigenvectorUnitary * diagonal (RCLike.ofReal ∘ ⋯.eigenvalues) * star ↑⋯.eigenvectorUnitary
s : n → ℂ := fun i => ↑√(⋯.eigenvalues i)
i : n
⊢ ↑(⋯.eigenvalues i) = star ↑√(⋯.eigenvalues i) * ↑√(⋯.eigenvalues i)

Note: The target expression is not type-correct under the `implicit` transparency level, which may have triggered the failure. This is usually caused by unfolding of semireducible definitions in prior tactic steps. Use `set_option linter.tacticCheckInstances true` to investigate the source of the issue.
Full error:
  function expected
    M i
```

Lean accepts the file once it reads:

```diff
@@ -17,4 +17,7 @@
 theorem energy_posSemidef {ρ K : Matrix n n ℂ} (hρ : ρ.PosSemidef) (hK : K.PosSemidef) :
     0 ≤ energy K ρ ∧ (energy K ρ = 0 → K * ρ = 0) := by
+  have hs : ∀ r : ℝ, 0 ≤ r → (r : ℂ) = star (Real.sqrt r : ℂ) * (Real.sqrt r : ℂ) := by
+    intro r hr
+    rw [Complex.star_def, Complex.conj_ofReal, ← Complex.ofReal_mul, Real.mul_self_sqrt hr]
   -- every positive semidefinite matrix is of the form `Cᴴ C`
   have fac : ∀ M : Matrix n n ℂ, M.PosSemidef → ∃ C : Matrix n n ℂ, M = Cᴴ * C := by
@@ -22,13 +25,10 @@
     have h := hM.1.spectral_theorem
     rw [Unitary.conjStarAlgAut_apply] at h
-    let s : n → ℂ := fun i => ((Real.sqrt (hM.1.eigenvalues i) : ℝ) : ℂ)
+    let s : n → ℂ := fun i => (Real.sqrt (hM.1.eigenvalues i) : ℂ)
     have hd : diagonal (RCLike.ofReal ∘ hM.1.eigenvalues) = (diagonal s)ᴴ * diagonal s := by
       rw [diagonal_conjTranspose, diagonal_mul_diagonal]
       congr 1
       funext i
-      change ((hM.1.eigenvalues i : ℝ) : ℂ) = star (s i) * s i
-      simp only [s]
-      rw [Complex.star_def, Complex.conj_ofReal, ← Complex.ofReal_mul,
-        Real.mul_self_sqrt (hM.eigenvalues_nonneg i)]
+      exact hs _ (hM.eigenvalues_nonneg i)
     refine ⟨diagonal s * (hM.1.eigenvectorUnitary : Matrix n n ℂ)ᴴ, h.trans ?_⟩
     rw [hd, conjTranspose_mul, conjTranspose_conjTranspose]
@@ -37,28 +37,14 @@
   obtain ⟨D, rfl⟩ := fac ρ hρ
   obtain ⟨C, rfl⟩ := fac K hK
-  -- the energy is the sum of the squared moduli of the entries of `D Cᴴ`
-  have h : energy (Cᴴ * C) (Dᴴ * D) = ∑ i, ∑ j, Complex.normSq ((D * Cᴴ) j i) := by
-    have h1 : trace (Dᴴ * D * (Cᴴ * C)) = trace ((D * Cᴴ)ᴴ * (D * Cᴴ)) := by
-      calc trace (Dᴴ * D * (Cᴴ * C)) = trace ((Dᴴ * D * Cᴴ) * C) := by
-            simp only [Matrix.mul_assoc]
-        _ = trace (C * (Dᴴ * D * Cᴴ)) := Matrix.trace_mul_comm _ _
-        _ = _ := by
-            simp only [conjTranspose_mul, conjTranspose_conjTranspose, Matrix.mul_assoc]
-    rw [energy, h1]
-    generalize D * Cᴴ = X
-    simp only [trace, diag_apply, Matrix.mul_apply, conjTranspose_apply, Complex.re_sum]
-    refine Finset.sum_congr rfl fun i _ => Finset.sum_congr rfl fun j _ => ?_
-    simp [Complex.normSq_apply]
-  have hn : ∀ i ∈ Finset.univ, 0 ≤ ∑ j, Complex.normSq ((D * Cᴴ) j i) :=
-    fun i _ => Finset.sum_nonneg fun j _ => Complex.normSq_nonneg _
+  have h : trace (Dᴴ * D * (Cᴴ * C)) = trace ((D * Cᴴ)ᴴ * (D * Cᴴ)) := by
+    rw [← Matrix.mul_assoc (Dᴴ * D) Cᴴ C, Matrix.trace_mul_comm]
+    simp only [conjTranspose_mul, conjTranspose_conjTranspose, Matrix.mul_assoc]
+  obtain ⟨hr, hi⟩ := Complex.le_def.mp
+    (posSemidef_conjTranspose_mul_self (D * Cᴴ)).trace_nonneg
+  unfold energy
   rw [h]
-  refine ⟨Finset.sum_nonneg hn, fun h0 => ?_⟩
-  have hX : D * Cᴴ = 0 := by
-    ext j i
-    have h1 := (Finset.sum_eq_zero_iff_of_nonneg hn).mp h0 i (Finset.mem_univ i)
-    have hn' : ∀ j ∈ Finset.univ, 0 ≤ Complex.normSq ((D * Cᴴ) j i) :=
-      fun j _ => Complex.normSq_nonneg _
-    exact Complex.normSq_eq_zero.mp
-      ((Finset.sum_eq_zero_iff_of_nonneg hn').mp h1 j (Finset.mem_univ j))
+  refine ⟨hr, fun h0 => ?_⟩
+  have hX : D * Cᴴ = 0 :=
+    trace_conjTranspose_mul_self_eq_zero_iff.mp (Complex.ext h0 hi.symm)
   calc Cᴴ * C * (Dᴴ * D) = Cᴴ * (D * Cᴴ)ᴴ * D := by
         simp only [conjTranspose_mul, conjTranspose_conjTranspose, Matrix.mul_assoc]
```

What went wrong. The error is at `rw [Complex.star_def]`, in the proof that an eigenvalue equals star(√λ)·√λ. `Complex.star_def` equates two functions, so `rw` abstracts every occurrence of `star` on ℂ, including those one doesn't see. The eigenvalues in the goal depend on the proof `hM.1`, whose full term carries the unfolded statement of positive semidefiniteness, and that contains `star` too. With that `star` replaced by a variable, `hM` no longer has the type expected, and the motive is ill-typed. The closing note adds that the target fails a stricter type check, at `M i`, which may have contributed.

The repair proves the identity first as `hs`, for any real `r ≥ 0`. No matrix or proof about one appears in that goal, so the same rewrite is safe. `exact hs _ (hM.eigenvalues_nonneg i)` then applies it to the eigenvalue without rewriting, which also makes the `change` and `simp only [s]` steps unnecessary.

The other changes are tidying: a shorter type annotation in `s`, and Mathlib's trace lemmas in place of the explicit sums, where no error was reported.
